# In Hückel theory, a half-filled π system with a Kekulé structure has nonnegative delocalisation energy

## Can delocalisation raise the π energy above that of separate double bonds?

In the Hückel model with the same α on every atom and the same β < 0 for every bond, a half-filled π system on n atoms that has a Kekulé structure, with its lowest orbitals doubly occupied, should have an energy E of at most n(α + β), the energy of n/2 isolated double bonds. The delocalisation energy, taken here as the lowering n(α + β) − E, is then nonnegative; some texts use the opposite sign. The absolute values of its adjacency eigenvalues should also sum to at least n. I would like to see both claims derived rigorously, without assuming that the molecule is alternant, and checked by machine in Lean.

## It cannot, because each orbital overlaps its paired copy by at most one

Both bounds hold for every finite simple graph with a Kekulé structure. Let A be the adjacency matrix, xᵢ its eigenvalues and cᵢ(v) the real amplitude on atom v of the i-th orbital, with the orbitals chosen orthonormal. The orbital energies are α + βxᵢ. Let σ(v) be the partner of atom v in the Kekulé structure.

### From orbital overlaps to the π energy

The matrix whose rows are the orbitals is orthogonal, so its columns are orthonormal too:

Σᵢ cᵢ(v)cᵢ(w) = δ(v,w)

Inserting this into A(v,w) = Σ_z A(v,z)δ(z,w) and using the secular equation Σ_z A(v,z)cᵢ(z) = xᵢcᵢ(v) gives

A(v,w) = Σᵢ xᵢcᵢ(v)cᵢ(w)

Set w = σ(v). Since σ(v) ≠ v, completeness gives Σᵢ cᵢ(v)cᵢ(σ(v)) = 0, so any real μ may be subtracted from every level. Summing over atoms,

Σ_v A(v,σ(v)) = Σᵢ (xᵢ − μ)sᵢ, where sᵢ = Σ_v cᵢ(v)cᵢ(σ(v))

Because σ only permutes the atoms, the permuted orbital is also normalised, and

0 ≤ Σ_v (cᵢ(v) ± cᵢ(σ(v)))² = 2 ± 2sᵢ

Hence |sᵢ| ≤ 1. Each A(v,σ(v)) equals 1, so

n ≤ Σᵢ |xᵢ − μ|

Taking μ = 0 gives the bound on Σᵢ |xᵢ|.

For the energy, let S be the n/2 doubly occupied orbitals. As β < 0, these have the largest xᵢ, so some μ satisfies xᵢ ≥ μ in S and xᵢ ≤ μ outside it. Write X for the sum of xᵢ over S. The trace of A is zero, so the empty levels sum to −X, and

n ≤ (X − nμ/2) + (nμ/2 + X) = 2X

Multiplying by β reverses the inequality:

E = nα + 2βX ≤ n(α + β)

When the levels pair as ±x, as in alternant hydrocarbons, 2X equals Σᵢ |xᵢ|; the argument does not use this pairing.

The four-membered ring attains the bound on Σᵢ |xᵢ|. Let an orbital with level x have amplitudes a, b, c, d around the ring. Then b + d = xa = xc and a + c = xb = xd. Squaring these four equations, adding them and using normalisation gives

x² = 2(b + d)² + 2(a + c)²

Adding them in pairs gives x(b + d) = 2(a + c) and x(a + c) = 2(b + d), so (x² − 4)(b + d) = (x² − 4)(a + c) = 0. Therefore x²(x² − 4) = 0, x is 0 or ±2, and |x| = x²/2 = (b + d)² + (a + c)². By completeness, each square sums to 2 over the orbitals, for a total of 4.

### A star of four atoms without a Kekulé structure

Take a central atom bonded to three outer ones, the skeleton of trimethylenemethane. The outer atoms would all need the centre as partner, so no Kekulé structure exists. The levels are √3, 0, 0, −√3. Their absolute values sum to 2√3 < 4, and the half-filled energy 4α + 2√3β lies above 4α + 4β. Both bounds fail.

### Atoms, levels and filling in Lean

The finite type `V` is the set of atoms, and it also labels the orbitals. `IsKekule G σ` says that σ is its own inverse and sends each atom to a neighbour. `level G i` is xᵢ, and `orb hA i v` is cᵢ(v).

`IsAufbau G α β S` says that S contains half the orbitals and that none of them lies above an orbital outside S. If the frontier levels are degenerate, any permitted choice of S will do. The factor 2 in `piEnergy_le_localised` counts the two spins.

The parameter α is the energy of an electron confined to a single p orbital of the molecule, and β is the coupling between neighbouring p orbitals; its negative sign makes the in-phase combination bonding. The model has one α, one β, no overlap between atomic orbitals and no explicit electron repulsion. The double bonds used for comparison have the same β, so the result does not decide whether a real molecule is aromatic or stable. Within this non-interacting model, it provides a check on computed total π energies.

```lean
import Mathlib

open Matrix

namespace HueckelDelocalisation

noncomputable section

variable {V : Type*} [Fintype V] [DecidableEq V]

/-- The amplitude on atom `v` of the `i`-th normalised molecular orbital of a real symmetric
Hückel matrix. -/
def orb {A : Matrix V V ℝ} (hA : A.IsHermitian) (i v : V) : ℝ :=
  (hA.eigenvectorBasis i).ofLp v

/-- A Kekulé structure: an involution that pairs every atom with one of its neighbours. -/
def IsKekule (G : SimpleGraph V) (σ : V → V) : Prop :=
  Function.Involutive σ ∧ ∀ v, G.Adj v (σ v)

/-- The molecular orbitals are orthonormal. -/
theorem orb_orthonormal {A : Matrix V V ℝ} (hA : A.IsHermitian) (i j : V) :
    ∑ v, orb hA i v * orb hA j v = if i = j then 1 else 0 := by
  have h := orthonormal_iff_ite.mp hA.eigenvectorBasis.orthonormal i j
  rw [PiLp.inner_apply] at h
  rw [← h]
  exact Finset.sum_congr rfl fun v _ => by simp [orb, mul_comm]

/-- The molecular orbitals are complete: summed over all orbitals, the products of amplitudes
on two atoms give the Kronecker delta. -/
theorem orb_complete {A : Matrix V V ℝ} (hA : A.IsHermitian) (v w : V) :
    ∑ i, orb hA i v * orb hA i w = if v = w then 1 else 0 := by
  let U : Matrix V V ℝ := Matrix.of (orb hA)
  have h1 : U * Uᵀ = 1 := by
    ext i j
    rw [Matrix.mul_apply, Matrix.one_apply]
    exact orb_orthonormal hA i j
  have h2 : Uᵀ * U = 1 := mul_eq_one_comm.mp h1
  have h3 := congrFun (congrFun h2 v) w
  rw [Matrix.mul_apply, Matrix.one_apply] at h3
  exact h3

/-- The Hückel secular equation, atom by atom. -/
theorem orb_eigen {A : Matrix V V ℝ} (hA : A.IsHermitian) (i v : V) :
    ∑ w, A v w * orb hA i w = hA.eigenvalues i * orb hA i v :=
  congrFun (hA.mulVec_eigenvectorBasis i) v

/-- The Hückel matrix is the sum over orbitals of level times product of amplitudes. -/
theorem orb_expansion {A : Matrix V V ℝ} (hA : A.IsHermitian) (v w : V) :
    A v w = ∑ i, hA.eigenvalues i * (orb hA i v * orb hA i w) := by
  calc A v w = ∑ x, A v x * (if x = w then 1 else 0) := by simp
    _ = ∑ x, A v x * ∑ i, orb hA i x * orb hA i w := by simp only [orb_complete]
    _ = ∑ i, (∑ x, A v x * orb hA i x) * orb hA i w := by
        simp only [Finset.mul_sum, Finset.sum_mul]
        rw [Finset.sum_comm]
        exact Finset.sum_congr rfl fun i _ => Finset.sum_congr rfl fun x _ => by ring
    _ = _ := by simp only [orb_eigen, mul_assoc]

/-- For any real symmetric Hückel matrix, the couplings collected along a permutation without
fixed points are bounded by the summed distances of the levels from any reference `μ`. -/
theorem bond_sum_le {A : Matrix V V ℝ} (hA : A.IsHermitian) (σ : Equiv.Perm V)
    (hσ : ∀ v, σ v ≠ v) (μ : ℝ) :
    ∑ v, A v (σ v) ≤ ∑ i, |hA.eigenvalues i - μ| := by
  -- the reference level drops out because no atom is its own partner
  have hexp : ∀ v, A v (σ v) =
      ∑ i, (hA.eigenvalues i - μ) * (orb hA i v * orb hA i (σ v)) := by
    intro v
    have h0 := orb_complete hA v (σ v)
    rw [if_neg (hσ v).symm] at h0
    simp only [sub_mul, Finset.sum_sub_distrib, ← Finset.mul_sum, h0, mul_zero, sub_zero]
    exact orb_expansion hA v (σ v)
  -- an orbital and its permuted copy overlap by at most one
  have hs : ∀ i, |∑ v, orb hA i v * orb hA i (σ v)| ≤ 1 := by
    intro i
    have n1 := orb_orthonormal hA i i
    rw [if_pos rfl] at n1
    have n2 : ∑ v, orb hA i (σ v) * orb hA i (σ v) = 1 :=
      (Equiv.sum_comp σ fun v => orb hA i v * orb hA i v).trans n1
    have e : ∀ t : ℝ, ∑ v, (orb hA i v + t * orb hA i (σ v)) ^ 2 =
        ∑ v, orb hA i v * orb hA i v + t ^ 2 * ∑ v, orb hA i (σ v) * orb hA i (σ v)
          + 2 * t * ∑ v, orb hA i v * orb hA i (σ v) := by
      intro t
      rw [Finset.mul_sum, Finset.mul_sum, ← Finset.sum_add_distrib, ← Finset.sum_add_distrib]
      exact Finset.sum_congr rfl fun v _ => by ring
    have p : ∀ t : ℝ, 0 ≤ ∑ v, (orb hA i v + t * orb hA i (σ v)) ^ 2 :=
      fun t => Finset.sum_nonneg fun v _ => sq_nonneg _
    have p1 := p 1
    have p2 := p (-1)
    rw [e, n1, n2] at p1 p2
    rw [abs_le]
    constructor <;> linarith
  calc ∑ v, A v (σ v)
      = ∑ i, (hA.eigenvalues i - μ) * ∑ v, orb hA i v * orb hA i (σ v) := by
        rw [Finset.sum_congr rfl fun v _ => hexp v, Finset.sum_comm]
        simp only [Finset.mul_sum]
    _ ≤ _ := Finset.sum_le_sum fun i _ => (le_abs_self _).trans (by
        rw [abs_mul]
        exact mul_le_of_le_one_right (abs_nonneg _) (hs i))

omit [Fintype V] [DecidableEq V] in
/-- The adjacency matrix of a molecular graph is symmetric. -/
theorem adj_hermitian (G : SimpleGraph V) [DecidableRel G.Adj] :
    (G.adjMatrix ℝ).IsHermitian :=
  Matrix.IsHermitian.ext fun v w => by
    simp [SimpleGraph.adjMatrix_apply, SimpleGraph.adj_comm]

/-- The Hückel levels `x i`: the eigenvalues of the adjacency matrix. -/
def level (G : SimpleGraph V) [DecidableRel G.Adj] (i : V) : ℝ :=
  (adj_hermitian G).eigenvalues i

/-- Half filling by the aufbau rule: `S` holds half of the orbitals, and none of them has a
higher energy `α + β x` than an orbital outside `S`. -/
def IsAufbau (G : SimpleGraph V) [DecidableRel G.Adj] (α β : ℝ) (S : Finset V) : Prop :=
  2 * S.card = Fintype.card V ∧
    ∀ i ∈ S, ∀ j ∉ S, α + β * level G i ≤ α + β * level G j

/-- **Graph energy bound.** If a molecular graph on `n` atoms has a Kekulé structure, the
absolute values of its adjacency eigenvalues sum to at least `n`. -/
theorem card_le_sum_abs_level (G : SimpleGraph V) [DecidableRel G.Adj] {σ : V → V}
    (hσ : IsKekule G σ) : (Fintype.card V : ℝ) ≤ ∑ i, |level G i| := by
  obtain ⟨hinv, hadj⟩ := hσ
  have hb := bond_sum_le (adj_hermitian G) (Function.Involutive.toPerm σ hinv)
    (fun v => (hadj v).ne') 0
  simpa [SimpleGraph.adjMatrix_apply, hadj, level] using hb

/-- **Nonnegative delocalisation energy**, counted as the localised energy minus the π energy. With
`β < 0`, the total π energy of a molecule with a Kekulé structure, half-filled by the aufbau rule,
is at most `n (α + β)`, the energy of `n / 2` isolated double bonds. -/
theorem piEnergy_le_localised (G : SimpleGraph V) [DecidableRel G.Adj] {σ : V → V}
    (hσ : IsKekule G σ) {α β : ℝ} (hβ : β < 0) {S : Finset V} (hS : IsAufbau G α β S) :
    ∑ i ∈ S, 2 * (α + β * level G i) ≤ Fintype.card V * (α + β) := by
  obtain ⟨hinv, hadj⟩ := hσ
  obtain ⟨hhalf, hord⟩ := hS
  -- a reference level between the occupied and the empty orbitals
  obtain ⟨μ, hin, hout⟩ : ∃ μ, (∀ i ∈ S, μ ≤ level G i) ∧ ∀ j ∉ S, level G j ≤ μ := by
    rcases S.eq_empty_or_nonempty with h | h
    · rw [h, Finset.card_empty] at hhalf
      have hV : IsEmpty V := Fintype.card_eq_zero_iff.mp (by omega)
      exact ⟨0, fun i _ => (hV.false i).elim, fun j _ => (hV.false j).elim⟩
    · obtain ⟨k, hk, hmin⟩ := S.exists_min_image (level G) h
      exact ⟨level G k, hmin, fun j hj => by nlinarith [hord k hk j hj]⟩
  have hb : (Fintype.card V : ℝ) ≤ ∑ i, |level G i - μ| := by
    have h := bond_sum_le (adj_hermitian G) (Function.Involutive.toPerm σ hinv)
      (fun v => (hadj v).ne') μ
    simpa [SimpleGraph.adjMatrix_apply, hadj, level] using h
  -- the levels sum to the trace, which vanishes
  have htr : ∑ i, level G i = 0 := by
    have h := (adj_hermitian G).trace_eq_sum_eigenvalues
    have h0 : (G.adjMatrix ℝ).trace = 0 := by simp [Matrix.trace]
    rw [h0] at h
    simpa [level] using h.symm
  have h1 : ∑ i ∈ S, |level G i - μ| = ∑ i ∈ S, (level G i - μ) :=
    Finset.sum_congr rfl fun i hi => abs_of_nonneg (sub_nonneg.mpr (hin i hi))
  have h2 : ∑ i ∈ Sᶜ, |level G i - μ| = ∑ i ∈ Sᶜ, (μ - level G i) :=
    Finset.sum_congr rfl fun i hi => by
      rw [abs_sub_comm]
      exact abs_of_nonneg (sub_nonneg.mpr (hout i (Finset.mem_compl.mp hi)))
  rw [← Finset.sum_add_sum_compl S] at hb htr
  rw [h1, h2] at hb
  simp only [Finset.sum_sub_distrib, Finset.sum_const, nsmul_eq_mul] at hb
  have hc : Sᶜ.card = S.card := by
    have := Finset.card_add_card_compl S
    omega
  rw [hc] at hb
  have hn : 2 * (S.card : ℝ) = Fintype.card V := by exact_mod_cast hhalf
  have hX : (Fintype.card V : ℝ) ≤ 2 * ∑ i ∈ S, level G i := by linarith
  have hE : ∑ i ∈ S, 2 * (α + β * level G i) =
      2 * (S.card : ℝ) * α + β * (2 * ∑ i ∈ S, level G i) := by
    rw [← Finset.mul_sum, Finset.sum_add_distrib, ← Finset.mul_sum, Finset.sum_const,
      nsmul_eq_mul]
    ring
  rw [hE, hn]
  linarith [mul_le_mul_of_nonpos_left hX hβ.le]

/-- The carbon skeleton of cyclobutadiene: a ring of four atoms. -/
def cyclobutadiene : SimpleGraph (Fin 4) := SimpleGraph.fromRel fun a b => b = a + 1

instance : DecidableRel cyclobutadiene.Adj := fun a b =>
  inferInstanceAs (Decidable (a ≠ b ∧ (b = a + 1 ∨ a = b + 1)))

/-- Pairing atoms 0 with 1 and 2 with 3 is a Kekulé structure of cyclobutadiene. -/
theorem isKekule_witness : IsKekule cyclobutadiene ![1, 0, 3, 2] :=
  ⟨fun v => by fin_cases v <;> rfl, by decide⟩

/-- For cyclobutadiene the absolute values of the four levels sum to exactly 4, so the
graph energy bound is attained. -/
theorem cyclobutadiene_sum_abs_level : ∑ i, |level cyclobutadiene i| = 4 := by
  have hadj : ∀ i j : Fin 4, cyclobutadiene.Adj i j ↔ (i.val + j.val) % 2 = 1 := by decide
  -- the secular equations fix |x| in terms of the amplitudes
  have alg : ∀ x a b c d : ℝ, b + d = x * a → a + c = x * b → b + d = x * c →
      a + c = x * d → a * a + b * b + c * c + d * d = 1 →
      |x| = (b + d) ^ 2 + (a + c) ^ 2 := by
    intro x a b c d e0 e1 e2 e3 n
    have hsq : x ^ 2 = 2 * (b + d) ^ 2 + 2 * (a + c) ^ 2 := by
      linear_combination (-x ^ 2) * n - (b + d + x * a) * e0 - (a + c + x * b) * e1
        - (b + d + x * c) * e2 - (a + c + x * d) * e3
    have hp : x * (b + d) = 2 * (a + c) := by linear_combination -e1 - e3
    have hq : x * (a + c) = 2 * (b + d) := by linear_combination -e0 - e2
    have h4 : x ^ 2 * (x ^ 2 - 4) = 0 := by
      linear_combination (x ^ 2 - 4) * hsq + 2 * (b + d) * (x * hp + 2 * hq)
        + 2 * (a + c) * (x * hq + 2 * hp)
    rcases mul_eq_zero.mp h4 with h | h
    · have hx : x = 0 := pow_eq_zero_iff (two_ne_zero) |>.mp h
      rw [hx, abs_zero]
      linarith
    · have hx : |x| = 2 := by
        have h' : (x - 2) * (x + 2) = 0 := by linear_combination h
        rcases mul_eq_zero.mp h' with h'' | h''
        · rw [show x = 2 by linarith]
          norm_num
        · rw [show x = -2 by linarith]
          norm_num
      rw [hx]
      linarith
  let u := orb (adj_hermitian cyclobutadiene)
  have key : ∀ i, |level cyclobutadiene i| = (u i 1 + u i 3) ^ 2 + (u i 0 + u i 2) ^ 2 := by
    intro i
    have e0 := orb_eigen (adj_hermitian cyclobutadiene) i 0
    have e1 := orb_eigen (adj_hermitian cyclobutadiene) i 1
    have e2 := orb_eigen (adj_hermitian cyclobutadiene) i 2
    have e3 := orb_eigen (adj_hermitian cyclobutadiene) i 3
    have n := orb_orthonormal (adj_hermitian cyclobutadiene) i i
    rw [if_pos rfl, Fin.sum_univ_four] at n
    simp [Fin.sum_univ_four, SimpleGraph.adjMatrix_apply, hadj] at e0 e1 e2 e3
    exact alg _ _ _ _ _ e0 e1 e2 e3 n
  -- completeness of the orbitals then gives the sum
  have c : ∀ v w, ∑ i, u i v * u i w = if v = w then 1 else 0 :=
    orb_complete (adj_hermitian cyclobutadiene)
  calc ∑ i, |level cyclobutadiene i|
      = ∑ i, (u i 1 * u i 1 + u i 3 * u i 3 + u i 0 * u i 0 + u i 2 * u i 2
          + 2 * (u i 1 * u i 3) + 2 * (u i 0 * u i 2)) :=
        Finset.sum_congr rfl fun i _ => by rw [key i]; ring
    _ = 4 := by
        simp only [Finset.sum_add_distrib, ← Finset.mul_sum, c]
        norm_num [Fin.ext_iff]

end

end HueckelDelocalisation
```

```lean
#print axioms HueckelDelocalisation.card_le_sum_abs_level
-- 'HueckelDelocalisation.card_le_sum_abs_level' depends on axioms: [propext, Classical.choice, Quot.sound]
#print axioms HueckelDelocalisation.piEnergy_le_localised
-- 'HueckelDelocalisation.piEnergy_le_localised' depends on axioms: [propext, Classical.choice, Quot.sound]
#print axioms HueckelDelocalisation.cyclobutadiene_sum_abs_level
-- 'HueckelDelocalisation.cyclobutadiene_sum_abs_level' depends on axioms: [propext, Classical.choice, Quot.sound]
```

### The overlap argument in the Lean proof

`orb_orthonormal`, `orb_complete`, `orb_eigen` and `orb_expansion` supply the orbital identities. `bond_sum_le` is the central inequality, stated for any real symmetric matrix and any permutation without fixed points. In it, `hexp` removes the reference level μ by completeness, and `hs` expands the square with signs +1 and −1 to bound the overlap. The final `calc` exchanges the sums over atoms and orbitals and bounds each term.

`card_le_sum_abs_level` turns the involution into a permutation and sets μ = 0. `piEnergy_le_localised` takes μ to be the smallest occupied xᵢ, treating the empty molecule separately. There `htr` is the vanishing trace, `h1` and `h2` remove the absolute values, and `hX` is n ≤ 2X. The last line multiplies by β.

For the ring, `isKekule_witness` checks the pairing 0–1, 2–3. In `cyclobutadiene_sum_abs_level`, `alg` derives the formula for |x| from the secular equations, `key` applies it to each orbital, and completeness gives the sum 4.
